# For n ≥ 3, no positive diagonal rescaling lets Gershgorin discs certify that the identity plus the all-ones matrix is positive definite

**Q.** You say that a rescaled Gershgorin test fails. A test is a procedure, and a theorem needs a mathematical object. What did you choose?

**A.** One number per row. Take a real $n\times n$ matrix $A$ and positive weights $d_i$, and measure amplitudes in units of $d_i$. With $D=\mathrm{diag}(d)$, this replaces $A$ by $D^{-1}AD$, which has the same eigenvalues and the entries $A_{ij}d_j/d_i$. The disc of row $i$ then has its left edge at

$$A_{ii}-\frac{1}{d_i}\sum_{j\neq i}|A_{ij}|\,d_j .$$

The test passes when all these edges are positive. In Lean the edge is `discEdge`, and `univ.erase i` is the index set $j\neq i$. The set `energies` holds the real $\mu$ with $Av=\mu v$ for some real $v\neq0$.

```lean
import Mathlib

open Matrix Finset

namespace GershgorinScalingLimit

noncomputable section

/-- The real eigenvalues of a real square matrix. -/
def energies {n : ℕ} (A : Matrix (Fin n) (Fin n) ℝ) : Set ℝ :=
  {μ | ∃ v : Fin n → ℝ, v ≠ 0 ∧ A *ᵥ v = μ • v}

/-- The left edge of the Gershgorin disc of row `i` after rescaling the basis with positive weights
`d`. -/
def discEdge {n : ℕ} (A : Matrix (Fin n) (Fin n) ℝ) (d : Fin n → ℝ) (i : Fin n) : ℝ :=
  A i i - (∑ j ∈ univ.erase i, |A i j| * d j) / d i
```

**Q.** Real eigenvalues and positive weights only. Does that tilt the result?

**A.** Not for the matrix in question. It is real and symmetric, so its eigenvalues are real and have real eigenvectors. Negative weights would gain nothing either: the true radius of disc $i$ is $\sum_{j\neq i}|A_{ij}d_j/d_i|$, which depends only on the magnitudes of the weights. The formula above and `discEdge` leave out the absolute values on the weights, so they are meant for positive $d_i$.

**Q.** And which physical system is this?

**A.** A single particle on $n$ levels, with the same coupling $g$ between every pair:

$$H=\varepsilon\,1+g\,J,\qquad J_{ij}=1 .$$

The diagonal elements are $\varepsilon+g$, so $\varepsilon$ is a common energy shift and not the full on-site energy. We take $g\ge0$, the sign that puts the uniform superposition at the top of the spectrum. The matrix $1+J$ is the case $\varepsilon=g=1$.

```lean
/-- The matrix `J` with all entries equal to one. -/
def allOnes (n : ℕ) : Matrix (Fin n) (Fin n) ℝ := Matrix.of fun _ _ => 1

/-- The Hamiltonian `ε 1 + g J` of `n` levels with uniform coupling `g`. -/
def uniformCoupling (n : ℕ) (ε g : ℝ) : Matrix (Fin n) (Fin n) ℝ :=
  ε • (1 : Matrix (Fin n) (Fin n) ℝ) + g • allOnes n
```

**Q.** Before you show that the test fails, convince me that it is a valid test.

**A.** Let $Av=\mu v$ with $v\neq0$, and choose the row $i$ where $|v_i|/d_i$ is largest. Call that maximum $M$. It is positive, $|v_i|=Md_i$, and $|v_j|\le Md_j$ for all $j$. Row $i$ of the eigenvalue equation reads

$$(A_{ii}-\mu)v_i=-\sum_{j\neq i}A_{ij}v_j .$$

Taking absolute values gives

$$(A_{ii}-\mu)\,M d_i\le\sum_{j\ne i}|A_{ij}||v_j|\le M\sum_{j\neq i}|A_{ij}|d_j .$$

Dividing by $Md_i$ shows that the edge of row $i$ is at most $\mu$. If all edges are positive, so is every real eigenvalue, and a real symmetric $A$ is then positive definite.

The Lean proof follows the same path. `Finite.exists_max` picks the row, `row` is the eigenvalue equation with the diagonal term split off, `bound` combines the triangle inequality with $|v_j|\le Md_j$, and `h3` is the result after cancelling $M$. This is Gershgorin's theorem reduced to left edges and real eigenvalues; no discs in the complex plane appear.

```lean
/-- Every real eigenvalue lies at or above the left edge of some rescaled Gershgorin disc. -/
theorem exists_discEdge_le_energy {n : ℕ} (A : Matrix (Fin n) (Fin n) ℝ) (d : Fin n → ℝ)
    (hd : ∀ i, 0 < d i) {μ : ℝ} (hμ : μ ∈ energies A) : ∃ i, discEdge A d i ≤ μ := by
  obtain ⟨v, hv0, hv⟩ := hμ
  obtain ⟨k, hk⟩ := Function.ne_iff.1 hv0
  have : Nonempty (Fin n) := ⟨k⟩
  -- choose the row in which the rescaled amplitude is largest
  obtain ⟨i, hi⟩ := Finite.exists_max (fun j => |v j| / d j)
  obtain ⟨M, hMdef⟩ : ∃ M, M = |v i| / d i := ⟨_, rfl⟩
  have hM : 0 < M := by
    rw [hMdef]
    exact lt_of_lt_of_le (div_pos (abs_pos.2 hk) (hd k)) (hi k)
  have hvM : |v i| = M * d i := by
    rw [hMdef, div_mul_cancel₀ _ (hd i).ne']
  have hj : ∀ j, |v j| ≤ M * d j := fun j =>
    (div_le_iff₀ (hd j)).1 (by rw [hMdef]; exact hi j)
  have row : A i i * v i + ∑ j ∈ univ.erase i, A i j * v j = μ * v i :=
    (Finset.add_sum_erase univ (fun j => A i j * v j) (mem_univ i)).trans (congrFun hv i)
  have bound : |∑ j ∈ univ.erase i, A i j * v j| ≤
      M * ∑ j ∈ univ.erase i, |A i j| * d j := by
    refine (Finset.abs_sum_le_sum_abs _ _).trans ?_
    rw [Finset.mul_sum]
    refine Finset.sum_le_sum fun j _ => ?_
    rw [abs_mul]
    nlinarith [mul_le_mul_of_nonneg_left (hj j) (abs_nonneg (A i j))]
  have h1 : (A i i - μ) * v i = -∑ j ∈ univ.erase i, A i j * v j := by linarith
  have h2 : (A i i - μ) * |v i| ≤ |∑ j ∈ univ.erase i, A i j * v j| := by
    refine (mul_le_mul_of_nonneg_right (le_abs_self _) (abs_nonneg _)).trans ?_
    rw [← abs_mul, h1, abs_neg]
  rw [hvM] at h2
  have h3 : (A i i - μ) * d i ≤ ∑ j ∈ univ.erase i, |A i j| * d j :=
    le_of_mul_le_mul_left (by linarith) hM
  have h4 := (le_div_iff₀ (hd i)).2 h3
  refine ⟨i, ?_⟩
  unfold discEdge
  linarith
```

**Q.** Now the spectrum of $H$. Where does the lowest level sit?

**A.** At $\varepsilon$, once there are two levels. Since $J$ adds up all amplitudes,

$$(Hx)_i=\varepsilon x_i+g\sum_j x_j,\qquad x\cdot Hx=\varepsilon\sum_i x_i^2+g\Big(\sum_i x_i\Big)^2 .$$

The next three lemmas state the matrix elements, the action on a vector and the quadratic form. A fourth records that $\sum_i x_i^2>0$ for $x\neq0$.

```lean
/-- The matrix elements are `ε + g` on the diagonal and `g` elsewhere. -/
theorem uniformCoupling_apply (n : ℕ) (ε g : ℝ) (i j : Fin n) :
    uniformCoupling n ε g i j = (if i = j then ε else 0) + g := by
  simp [uniformCoupling, allOnes, Matrix.one_apply]

/-- The Hamiltonian multiplies each amplitude by `ε` and adds `g` times the total amplitude. -/
theorem uniformCoupling_mulVec {n : ℕ} (ε g : ℝ) (v : Fin n → ℝ) (i : Fin n) :
    (uniformCoupling n ε g *ᵥ v) i = ε * v i + g * ∑ j, v j := by
  simp only [Matrix.mulVec, dotProduct, uniformCoupling_apply]
  simp [add_mul, Finset.sum_add_distrib, Finset.mul_sum]

/-- The quadratic form is `ε` times the squared norm plus `g` times the squared total amplitude. -/
theorem uniformCoupling_form {n : ℕ} (ε g : ℝ) (x : Fin n → ℝ) :
    x ⬝ᵥ (uniformCoupling n ε g *ᵥ x) = ε * ∑ i, x i ^ 2 + g * (∑ i, x i) ^ 2 := by
  simp only [dotProduct, uniformCoupling_mulVec]
  have h : ∀ i, x i * (ε * x i + g * ∑ j, x j) = ε * x i ^ 2 + x i * (g * ∑ j, x j) :=
    fun i => by ring
  rw [Finset.sum_congr rfl (fun i _ => h i), Finset.sum_add_distrib, ← Finset.mul_sum,
    ← Finset.sum_mul]
  ring

private theorem sum_sq_pos {n : ℕ} {x : Fin n → ℝ} (hx : x ≠ 0) : 0 < ∑ i, x i ^ 2 := by
  obtain ⟨k, hk⟩ := Function.ne_iff.1 hx
  have hk' : x k ≠ 0 := hk
  exact Finset.sum_pos' (fun i _ => sq_nonneg (x i)) ⟨k, mem_univ k, by positivity⟩
```

For an eigenvector $v$ with eigenvalue $\mu$, the quadratic form gives

$$(\mu-\varepsilon)\sum_i v_i^2=g\Big(\sum_i v_i\Big)^2\ge0,$$

so $\mu\ge\varepsilon$. The bound is attained by the normalised state $(e_a-e_b)/\sqrt2$, where $e_a$ and $e_b$ are two different basis vectors: its total amplitude is zero, so the term $gJ$ gives zero and only $\varepsilon$ remains.

`IsLeast` says both things at once: $\varepsilon$ is an eigenvalue, and no eigenvalue lies below it. The first half of the proof supplies the difference vector, without the factor $1/\sqrt2$. The second half assumes $\mu<\varepsilon$ and lets `nlinarith` find the contradiction with the quadratic form.

```lean
/-- For at least two levels and `g ≥ 0`, the lowest eigenvalue of `ε 1 + g J` is `ε`. -/
theorem isLeast_energies {n : ℕ} (hn : 2 ≤ n) (ε : ℝ) {g : ℝ} (hg : 0 ≤ g) :
    IsLeast (energies (uniformCoupling n ε g)) ε := by
  constructor
  · -- the difference of two basis states has zero total amplitude
    obtain ⟨a, b, hab⟩ : ∃ a b : Fin n, a ≠ b :=
      ⟨⟨0, by omega⟩, ⟨1, by omega⟩, fun h => by
        have := congrArg Fin.val h
        simp at this⟩
    refine ⟨fun i => (if i = a then 1 else 0) - (if i = b then 1 else 0), ?_, ?_⟩
    · intro h
      have := congrFun h a
      simp [hab] at this
    · ext i
      rw [uniformCoupling_mulVec]
      simp [Finset.sum_sub_distrib]
  · rintro μ ⟨v, hv0, hv⟩
    have hQ := sum_sq_pos hv0
    have h2 : v ⬝ᵥ (μ • v) = μ * ∑ i, v i ^ 2 := by
      simp only [dotProduct, Pi.smul_apply, smul_eq_mul, Finset.mul_sum]
      exact Finset.sum_congr rfl (fun i _ => by ring)
    have h1 := uniformCoupling_form ε g v
    rw [hv, h2] at h1
    by_contra h
    have h' : μ < ε := not_le.1 h
    nlinarith [mul_pos (sub_pos.2 h') hQ, mul_nonneg hg (sq_nonneg (∑ i, v i))]
```

**Q.** Do you need $g\ge0$ there?

**A.** Yes. Take $n=2$, $\varepsilon=1$, $g=-1$. Then $H$ has zeros on the diagonal and $-1$ off it, with eigenvalues $\pm1$. The lowest is $-1$, not $\varepsilon=1$.

**Q.** So $1+J$ is safely positive. I would still expect clever weights to rescue the discs. Only their ratios matter, but that still leaves $n-1$ free parameters.

**A.** For this family the edge of row $i$ is

$$\varepsilon+g-\frac{g}{d_i}\sum_{j\neq i}d_j .$$

```lean
/-- For `g ≥ 0`, the rescaled disc edge of `ε 1 + g J` in terms of the weights. -/
theorem discEdge_uniformCoupling {n : ℕ} (ε : ℝ) {g : ℝ} (hg : 0 ≤ g) (d : Fin n → ℝ)
    (i : Fin n) : discEdge (uniformCoupling n ε g) d i =
      ε + g - g * (∑ j ∈ univ.erase i, d j) / d i := by
  have h : ∑ j ∈ univ.erase i, |uniformCoupling n ε g i j| * d j =
      g * ∑ j ∈ univ.erase i, d j := by
    rw [Finset.mul_sum]
    refine Finset.sum_congr rfl fun j hj => ?_
    have hne : i ≠ j := (Finset.ne_of_mem_erase hj).symm
    rw [uniformCoupling_apply, if_neg hne, zero_add, abs_of_nonneg hg]
  rw [discEdge, h, uniformCoupling_apply, if_pos rfl]
```

For $g>0$ and $n\ge2$, making $d_i$ larger shrinks the disc of row $i$ but widens all the others. Look at the row with the smallest weight. Each of the other $n-1$ weights is at least $d_i$, so $\sum_{j\ne i}d_j\ge(n-1)d_i$, and the edge is at most

$$\varepsilon+g-(n-1)g=\varepsilon-(n-2)g .$$

In Lean, `Finite.exists_min` selects the row, `hsum` is the inequality for the weights, and `hq` is the same inequality after multiplying by $g$ and dividing by $d_i$.

```lean
/-- For `n ≥ 1` and `g ≥ 0`, whatever the positive weights, some disc of `ε 1 + g J` reaches down to
`ε - (n - 2) g`. -/
theorem exists_discEdge_le {n : ℕ} (hn : 1 ≤ n) (ε : ℝ) {g : ℝ} (hg : 0 ≤ g)
    (d : Fin n → ℝ) (hd : ∀ i, 0 < d i) :
    ∃ i, discEdge (uniformCoupling n ε g) d i ≤ ε - ((n : ℝ) - 2) * g := by
  have : Nonempty (Fin n) := ⟨⟨0, by omega⟩⟩
  -- the row of smallest weight is the obstruction
  obtain ⟨i, hi⟩ := Finite.exists_min d
  have h := Finset.card_nsmul_le_sum univ d (d i) (fun j _ => hi j)
  simp only [Finset.card_univ, Fintype.card_fin, nsmul_eq_mul] at h
  have hs := Finset.add_sum_erase univ d (mem_univ i)
  have hsum : ((n : ℝ) - 1) * d i ≤ ∑ j ∈ univ.erase i, d j := by linarith
  have hq : ((n : ℝ) - 1) * g ≤ g * (∑ j ∈ univ.erase i, d j) / d i := by
    rw [le_div_iff₀ (hd i)]
    nlinarith [mul_le_mul_of_nonneg_left hsum hg]
  refine ⟨i, ?_⟩
  rw [discEdge_uniformCoupling ε hg]
  linarith
```

**Q.** That is an upper bound on one edge. Could the true threshold be worse still?

**A.** No, because equal weights put every edge exactly at $\varepsilon-(n-2)g$. Weights that pass the test therefore exist if and only if $(n-2)g<\varepsilon$. One direction of the Lean proof uses the previous theorem, and the other inserts $d_i=1$ and counts the $n-1$ remaining terms.

```lean
/-- For `n ≥ 1` and `g ≥ 0`, positive weights that make all disc edges of `ε 1 + g J` positive exist
exactly when `(n - 2) g < ε`. -/
theorem scaled_test_iff {n : ℕ} (hn : 1 ≤ n) (ε : ℝ) {g : ℝ} (hg : 0 ≤ g) :
    (∃ d : Fin n → ℝ, (∀ i, 0 < d i) ∧ ∀ i, 0 < discEdge (uniformCoupling n ε g) d i) ↔
      ((n : ℝ) - 2) * g < ε := by
  constructor
  · rintro ⟨d, hd, hpos⟩
    obtain ⟨i, hi⟩ := exists_discEdge_le hn ε hg d hd
    linarith [hpos i]
  · -- equal weights suffice
    intro h
    refine ⟨fun _ => 1, fun _ => one_pos, fun i => ?_⟩
    have hs : (1 : ℝ) + ∑ _j ∈ univ.erase i, (1 : ℝ) = n :=
      (Finset.add_sum_erase univ (fun _ => (1 : ℝ)) (mem_univ i)).trans (by simp)
    have hs' : ∑ _j ∈ univ.erase i, (1 : ℝ) = (n : ℝ) - 1 := by linarith
    rw [discEdge_uniformCoupling ε hg]
    simp only [div_one]
    rw [hs']
    linarith
```

**Q.** Then read me the final statement in words.

**A.** Let $n\ge3$. The lowest eigenvalue of $1+J$ is $1$, and $x\cdot(1+J)x>0$ for every real $x\neq0$. Yet for every choice of positive weights there is a row $i$ with

$$2d_i\le\sum_{j\neq i}d_j ,$$

and the disc edge of that same row is not positive. With $\varepsilon=g=1$ the edge is $2-\sum_{j\ne i}d_j/d_i$, so the two conditions on the row say the same thing. The row may depend on the weights.

The proof rewrites `1 + allOnes n` as `uniformCoupling n 1 1` and applies the earlier results. The upper bound on the edge becomes $3-n\le0$, and multiplying by $d_i$ gives the inequality for the weights.

```lean
/-- For `n ≥ 3` the matrix `1 + J` has lowest eigenvalue `1` and a positive quadratic form, yet
for all positive weights some row has `2 d_i ≤ ∑_{j ≠ i} d_j` and a disc edge that is not
positive. -/
theorem scaled_gershgorin_fails {n : ℕ} (hn : 3 ≤ n) :
    IsLeast (energies (1 + allOnes n)) 1 ∧
    (∀ x : Fin n → ℝ, x ≠ 0 → 0 < x ⬝ᵥ ((1 + allOnes n) *ᵥ x)) ∧
    ∀ d : Fin n → ℝ, (∀ i, 0 < d i) →
      ∃ i, 2 * d i ≤ ∑ j ∈ univ.erase i, d j ∧ discEdge (1 + allOnes n) d i ≤ 0 := by
  have hH : 1 + allOnes n = uniformCoupling n 1 1 := by simp [uniformCoupling]
  rw [hH]
  refine ⟨isLeast_energies (by omega) 1 zero_le_one, fun x hx => ?_, fun d hd => ?_⟩
  · rw [uniformCoupling_form]
    linarith [sum_sq_pos hx, sq_nonneg (∑ i, x i)]
  · obtain ⟨i, hi⟩ := exists_discEdge_le (by omega) 1 zero_le_one d hd
    have hn3 : (3 : ℝ) ≤ n := by exact_mod_cast hn
    have h0 : discEdge (uniformCoupling n 1 1) d i ≤ 0 := by linarith
    refine ⟨i, ?_, h0⟩
    rw [discEdge_uniformCoupling 1 zero_le_one, one_mul] at h0
    exact (le_div_iff₀ (hd i)).1 (by linarith)

end

end GershgorinScalingLimit
```

```lean
#print axioms GershgorinScalingLimit.exists_discEdge_le_energy
-- 'GershgorinScalingLimit.exists_discEdge_le_energy' depends on axioms: [propext, Classical.choice, Quot.sound]
#print axioms GershgorinScalingLimit.scaled_test_iff
-- 'GershgorinScalingLimit.scaled_test_iff' depends on axioms: [propext, Classical.choice, Quot.sound]
#print axioms GershgorinScalingLimit.scaled_gershgorin_fails
-- 'GershgorinScalingLimit.scaled_gershgorin_fails' depends on axioms: [propext, Classical.choice, Quot.sound]
```

**Q.** What happens at $n=2$?

**A.** The failure disappears. The matrix has $2$ on the diagonal and $1$ off it, and equal weights put both edges at $2-1=1$. The test passes, and the edges even coincide with the lowest eigenvalue.

**Q.** Where would I meet this in a real calculation?

**A.** Wherever a code uses row sums as a cheap lower bound on a spectrum. It loops over the rows, subtracts the sum of off-diagonal magnitudes (weighted, if the basis is rescaled) from the diagonal element, and keeps the minimum. For $1+J$ with $n=10$ and equal weights it returns $2-9=-7$, while the lowest eigenvalue is $1$. The bound is valid, but its sign settles nothing. A code that needs a decision can attempt a Cholesky factorisation: in exact arithmetic, all pivots of a real symmetric matrix come out positive precisely when the matrix is positive definite.

**Q.** And in electronic structure?

**A.** In the idealised case of $n\ge2$ normalised orbitals with one common overlap $0\le s<1$, the overlap matrix is $(1-s)1+sJ$, which is our family with $\varepsilon=1-s$ and $g=s$. Its lowest eigenvalue is $1-s>0$, but weights that pass the test exist only for $s<1/(n-1)$.

**Q.** So should I distrust disc bounds in general?

**A.** The theorem doesn't go that far. It concerns one family with uniform coupling, and only diagonal rescalings. A change of basis that mixes the levels is a different matter: in the eigenbasis of $1+J$ every disc shrinks to a point, and the test passes. For a matrix with weak or short-ranged couplings, suitable weights may well exist. A negative edge means that the test is inconclusive, not that the matrix has a negative eigenvalue.
